# The bath orbital of a one-site fragment in a non-interacting chain

## One site cut out of a metal

Electrons hop along an infinite chain, and one site is singled out as the fragment. Density-matrix embedding replaces the rest of the chain by a bath orbital, built from the density-matrix elements that link the fragment to its environment. How is this orbital shaped, and how strongly does it couple to the fragment?

Let −t be the hopping amplitude between neighbouring sites and ν the filling per spin. With lattice spacing 1 and the Fermi sea |k| ≤ πν occupied, the density matrix between sites a distance j apart is

ρ_j = (1/2π) ∫ cos(jk) dk, with k from −πν to πν.

The fragment is site 0. The environment column e has e_0 = 0 and e_j = ρ_j otherwise, and the bath orbital is b_j = e_j / √(ν(1−ν)).

## Norm, coupling and energy

For 0 < ν < 1 the claims are

Σ_j b_j² = 1,

V = −2t sin(πν) / (π√(ν(1−ν))),

where V is the hopping matrix element between site 0 and the bath orbital. In addition, V times the fragment-bath density-matrix element Σ_j b_j ρ_j equals the band energy per site and spin.

**Norm.** For j ≠ 0 the integral gives

ρ_j = sin(πνj) / (πj).

For n ≥ 1, the double-angle formula turns the square into

ρ_n² = (1 − cos(2πnν)) / (2π²n²).

Two known series are needed, the second valid for 0 ≤ ν ≤ 1:

Σ_{n≥1} 1/n² = π²/6,

Σ_{n≥1} cos(2πnν)/n² = π²(ν² − ν + 1/6).

Their difference is π²ν(1−ν), so one half of the chain contributes ν(1−ν)/2. Since ρ_{−j} = ρ_j, the other half contributes the same, and

Σ_j e_j² = ν(1−ν).

Dividing by ν(1−ν) normalizes b.

**Coupling.** Site 0 hops only to sites 1 and −1, with amplitude −t. Hence

V = −t(b_1 + b_{−1}) = −2t b_1,

which is the stated value.

**Energy.** The fragment-bath element is

Σ_j b_j ρ_j = Σ_j e_j² / √(ν(1−ν)) = √(ν(1−ν)).

Its product with V is −2t sin(πν)/π. The band energy is the same number:

(1/2π) ∫ (−2t cos k) dk = −2t sin(πν)/π, with k from −πν to πν.

## Half filling in numbers

At ν = 1/2 the column has squared norm 1/4, so for j ≠ 0

b_j = 2 sin(πj/2)/(πj), V = −4t/π.

The orbital vanishes on even sites. Hopping joins an even site to an odd one, so every term b_i h_ij b_j of the bath orbital's own energy is zero, where h_ij is the hopping matrix.

Take t = 1. Then b_1 = 2/π ≈ 0.637 and V ≈ −1.273. Sites ±1 carry 8/π² ≈ 81.1% of the orbital's weight, sites ±3 a ninth of that (9.0%), and sites ±5 a twenty-fifth (3.2%). These six sites hold 93.3% of it. The fragment-bath element is 1/2, and V/2 ≈ −0.637 is the band energy per site and spin.

## How the physics is encoded

Sites are integers. `rho ν j` is the Fermi-sea integral, `env ν j` the environment column, `bath ν j` the bath orbital and `hop t i j` the hopping matrix, equal to `-t` between neighbours and zero elsewhere.

`HasSum f a` says that the series f converges, regardless of the order of its terms, and has sum a. The norm and the coupling are stated this way in `bath_orbital`. Its energy identity uses the sum notation `∑'`, and the proof establishes convergence of both series involved. At half filling, `half_filling` states the squared norm of the column, the formula for the orbital, its norm and its coupling, and `half_filling_bath_energy` states that the terms b_i h_ij b_j vanish.

The hypotheses `0 < ν` and `ν < 1` describe a partially filled band. In an empty or full band the environment column vanishes, and there is no bath orbital to normalize.

The Fermi sea is put in by definition, not derived by minimizing the energy. The theorems allow any real t, but |k| ≤ πν is the ground-state occupation only for t > 0. The formula for b is likewise a definition: no Schmidt decomposition is carried out. Interactions, larger fragments and self-consistency are absent. For this non-interacting, one-dimensional chain, the result gives limiting values against which the bath construction of an embedding code can be compared for long chains. A code may return the orbital with the opposite overall sign, which also reverses the sign of V.

A finite ring of L sites would be another model. The momentum integral would become a finite sum and no convergence question would arise, but the coupling would depend on L. For L > 2 and an odd number L/2 of occupied momenta, half filling would give −4t/(L sin(π/L)), which tends to −4t/π as L grows.

## The complete file

In Lean 4 with Mathlib:

```lean
import Mathlib

open Real

namespace ChainDensityMatrixEmbedding

noncomputable section

/-- Density matrix between two sites at distance `j` of the infinite chain with filling `ν`
per spin: the integral over the Fermi sea `|k| ≤ πν`. -/
def rho (ν : ℝ) (j : ℤ) : ℝ :=
  1 / (2 * π) * ∫ k in (-(π * ν))..(π * ν), Real.cos ((j : ℝ) * k)

/-- The density-matrix column of the fragment site 0, restricted to the environment. -/
def env (ν : ℝ) (j : ℤ) : ℝ := if j = 0 then 0 else rho ν j

/-- The bath orbital: the environment column divided by `√(ν(1-ν))`. -/
def bath (ν : ℝ) (j : ℤ) : ℝ := env ν j / √(ν * (1 - ν))

/-- Nearest-neighbour hopping Hamiltonian of the chain, with amplitude `-t`. -/
def hop (t : ℝ) (i j : ℤ) : ℝ := if j = i + 1 ∨ j = i - 1 then -t else 0

/-- Between distinct sites the density matrix is `sin(πνj)/(πj)`. -/
theorem rho_of_ne (ν : ℝ) {j : ℤ} (hj : j ≠ 0) :
    rho ν j = Real.sin (π * ν * j) / (π * j) := by
  have hj' : (j : ℝ) ≠ 0 := Int.cast_ne_zero.mpr hj
  have hp : π ≠ 0 := Real.pi_ne_zero
  unfold rho
  rw [intervalIntegral.integral_comp_mul_left (fun x => Real.cos x) hj', integral_cos,
    mul_neg, Real.sin_neg, show (j : ℝ) * (π * ν) = π * ν * j by ring, smul_eq_mul]
  field_simp
  ring

/-- The environment column is symmetric under reflection about the fragment. -/
theorem env_neg (ν : ℝ) (j : ℤ) : env ν (-j) = env ν j := by
  simp [env, rho]

/-- The squared density-matrix elements between the fragment and all other sites
sum to `ν(1-ν)`. -/
theorem env_sq_hasSum {ν : ℝ} (h0 : 0 ≤ ν) (h1 : ν ≤ 1) :
    HasSum (fun j : ℤ => env ν j ^ 2) (ν * (1 - ν)) := by
  have hp : π ≠ 0 := Real.pi_ne_zero
  -- the second Bernoulli polynomial
  have hB : ((Polynomial.bernoulli 2).map (algebraMap ℚ ℝ)).eval ν = ν ^ 2 - ν + 1 / 6 := by
    have b2 : bernoulli 2 = 1 / 6 := by
      rw [bernoulli_eq_bernoulli'_of_ne_one (by norm_num), bernoulli'_two]
    norm_num [Polynomial.bernoulli, Finset.sum_range_succ, b2, bernoulli_one]
    ring
  have hc := hasSum_one_div_nat_pow_mul_cos (k := 1) one_ne_zero (x := ν) ⟨h0, h1⟩
  rw [mul_one, hB] at hc
  -- the sum over one half of the chain
  have hn : HasSum (fun n : ℕ => env ν (n : ℤ) ^ 2) (ν * (1 - ν) / 2) := by
    have hm := (hasSum_zeta_two.sub hc).mul_left (1 / (2 * π ^ 2))
    have hf : (fun n : ℕ => env ν (n : ℤ) ^ 2) = fun n : ℕ => 1 / (2 * π ^ 2) *
        (1 / (n : ℝ) ^ 2 - 1 / (n : ℝ) ^ 2 * Real.cos (2 * π * n * ν)) := by
      funext n
      by_cases h : n = 0
      · subst h
        simp [env]
      · have hz : (n : ℤ) ≠ 0 := by exact_mod_cast h

        rw [env, if_neg hz, rho_of_ne ν hz, Int.cast_natCast, div_pow,
          Real.sin_sq_eq_half_sub, show 2 * (π * ν * (n : ℝ)) = 2 * π * n * ν by ring]
        ring
    have hv : ν * (1 - ν) / 2 = 1 / (2 * π ^ 2) * (π ^ 2 / 6 -
        (-1) ^ (1 + 1) * (2 * π) ^ 2 / 2 / ((Nat.factorial 2 : ℕ) : ℝ) *
          (ν ^ 2 - ν + 1 / 6)) := by
      rw [show ((Nat.factorial 2 : ℕ) : ℝ) = 2 by norm_num [Nat.factorial]]
      field_simp
      ring
    rw [hf, hv]
    exact hm
  -- both halves together
  have h := HasSum.of_nat_of_neg (f := fun j : ℤ => env ν j ^ 2) hn
    (by simpa only [env_neg] using hn)
  have e0 : env ν 0 = 0 := by simp [env]
  have e : ν * (1 - ν) = ν * (1 - ν) / 2 + ν * (1 - ν) / 2 - env ν 0 ^ 2 := by
    rw [e0]
    ring
  rw [e]
  exact h

/-- Only the two neighbours of the fragment contribute to its coupling to the bath orbital. -/
theorem coupling_hasSum (t ν : ℝ) :
    HasSum (fun j : ℤ => hop t 0 j * bath ν j) (-t * (bath ν 1 + bath ν (-1))) := by
  have h : HasSum (fun j : ℤ => hop t 0 j * bath ν j)
      (∑ j ∈ ({1, -1} : Finset ℤ), hop t 0 j * bath ν j) :=
    hasSum_sum_of_ne_finset_zero (by
      intro j hj
      simp only [Finset.mem_insert, Finset.mem_singleton, not_or] at hj
      simp [hop, hj.1, hj.2])
  rw [Finset.sum_pair (by norm_num)] at h
  have e1 : hop t 0 1 = -t := by simp [hop]
  have e2 : hop t 0 (-1) = -t := by simp [hop]
  rw [e1, e2, ← mul_add] at h
  exact h

/-- For a partially filled chain the bath orbital is normalized, its coupling to the fragment is
`-2t sin(πν)/(π√(ν(1-ν)))`, and this coupling times the fragment-bath density-matrix element
equals the band energy per site and spin. -/
theorem bath_orbital (t : ℝ) {ν : ℝ} (h0 : 0 < ν) (h1 : ν < 1) :
    HasSum (fun j : ℤ => bath ν j ^ 2) 1 ∧
    HasSum (fun j : ℤ => hop t 0 j * bath ν j)
      (-(2 * t * Real.sin (π * ν)) / (π * √(ν * (1 - ν)))) ∧
    (∑' j : ℤ, hop t 0 j * bath ν j) * (∑' j : ℤ, bath ν j * rho ν j) =
      1 / (2 * π) * ∫ k in (-(π * ν))..(π * ν), (-2 * t) * Real.cos k := by
  have hp : π ≠ 0 := Real.pi_ne_zero
  have hpos : 0 < ν * (1 - ν) := mul_pos h0 (by linarith)
  have hs : √(ν * (1 - ν)) ≠ 0 := (Real.sqrt_pos.mpr hpos).ne'
  have hsum := env_sq_hasSum h0.le h1.le
  have hV : HasSum (fun j : ℤ => hop t 0 j * bath ν j)
      (-(2 * t * Real.sin (π * ν)) / (π * √(ν * (1 - ν)))) := by
    have e : env ν 1 = Real.sin (π * ν) / π := by
      simp [env, rho_of_ne ν (one_ne_zero : (1 : ℤ) ≠ 0)]
    convert coupling_hasSum t ν using 1
    simp only [bath, env_neg, e]
    ring
  -- the density-matrix element between fragment and bath
  have hc : HasSum (fun j : ℤ => bath ν j * rho ν j) (√(ν * (1 - ν))) := by
    have h := hsum.div_const (√(ν * (1 - ν)))
    rw [Real.div_sqrt] at h
    have hf : (fun j : ℤ => bath ν j * rho ν j) =
        fun j : ℤ => env ν j ^ 2 / √(ν * (1 - ν)) := by
      funext j
      by_cases hj : j = 0
      · simp [bath, env, hj]
      · simp only [bath, env, if_neg hj]
        ring
    rw [hf]
    exact h
  refine ⟨?_, hV, ?_⟩
  · have h := hsum.div_const (ν * (1 - ν))
    rw [div_self hpos.ne'] at h
    have hf : (fun j : ℤ => bath ν j ^ 2) = fun j : ℤ => env ν j ^ 2 / (ν * (1 - ν)) := by
      funext j
      rw [bath, div_pow, Real.sq_sqrt hpos.le]
    rw [hf]
    exact h
  · rw [hV.tsum_eq, hc.tsum_eq, intervalIntegral.integral_const_mul, integral_cos,
      Real.sin_neg]
    field_simp
    ring

/-- At half filling the squared environment column sums to `1/4`, the bath orbital is `b_j = 2
sin(πj/2)/(πj)` for `j ≠ 0`, it is normalized, and its coupling to the fragment is `-4t/π`. -/
theorem half_filling (t : ℝ) :
    HasSum (fun j : ℤ => env (1 / 2) j ^ 2) (1 / 4) ∧
    (∀ j : ℤ, j ≠ 0 → bath (1 / 2) j = 2 * (Real.sin (π * j / 2) / (π * j))) ∧
    HasSum (fun j : ℤ => bath (1 / 2) j ^ 2) 1 ∧
    HasSum (fun j : ℤ => hop t 0 j * bath (1 / 2) j) (-(4 * t / π)) := by
  have hq : √((1 / 2 : ℝ) * (1 - 1 / 2)) = 1 / 2 := by
    rw [show (1 / 2 : ℝ) * (1 - 1 / 2) = (1 / 2) ^ 2 by norm_num,
      Real.sqrt_sq (by norm_num)]
  obtain ⟨hb, hV, -⟩ := bath_orbital t (ν := 1 / 2) (by norm_num) (by norm_num)
  refine ⟨?_, ?_, hb, ?_⟩
  · convert env_sq_hasSum (ν := 1 / 2) (by norm_num) (by norm_num) using 1
    norm_num
  · intro j hj
    rw [bath, hq, env, if_neg hj, rho_of_ne _ hj,
      show π * (1 / 2) * (j : ℝ) = π * j / 2 by ring]
    ring
  · rw [hq, show π * (1 / 2) = π / 2 by ring, Real.sin_pi_div_two] at hV
    convert hV using 1
    ring

/-- At half filling every hopping contribution to the bath orbital's own energy vanishes. -/
theorem half_filling_bath_energy (t : ℝ) (i j : ℤ) :
    bath (1 / 2) i * hop t i j * bath (1 / 2) j = 0 := by
  -- the bath orbital has no weight on even sites
  have hev : ∀ m : ℤ, bath (1 / 2) (2 * m) = 0 := by
    intro m
    by_cases hm : 2 * m = 0
    · simp [bath, env, hm]
    · rw [bath, env, if_neg hm, rho_of_ne _ hm,
        show π * (1 / 2) * ((2 * m : ℤ) : ℝ) = (m : ℝ) * π by push_cast; ring,
        Real.sin_int_mul_pi, zero_div, zero_div]
  by_cases h : j = i + 1 ∨ j = i - 1
  · -- one of two neighbouring sites is even
    have hpar : i = 2 * (i / 2) ∨ j = 2 * (j / 2) := by omega
    rcases hpar with hi | hj
    · rw [hi, hev, zero_mul, zero_mul]
    · have hz : bath (1 / 2) j = 0 := by
        rw [hj]
        exact hev _
      rw [hz, mul_zero]
  · rw [hop, if_neg h, mul_zero, zero_mul]

end

end ChainDensityMatrixEmbedding
```

```lean
#print axioms ChainDensityMatrixEmbedding.bath_orbital
#print axioms ChainDensityMatrixEmbedding.half_filling
#print axioms ChainDensityMatrixEmbedding.half_filling_bath_energy
```

```
'ChainDensityMatrixEmbedding.bath_orbital' depends on axioms: [propext, Classical.choice, Quot.sound]
'ChainDensityMatrixEmbedding.half_filling' depends on axioms: [propext, Classical.choice, Quot.sound]
'ChainDensityMatrixEmbedding.half_filling_bath_energy' depends on axioms: [propext, Classical.choice, Quot.sound]
```

## From the Fermi-sea integral to the bath orbital

`rho_of_ne` evaluates the integral by the substitution x = jk, which needs j ≠ 0. `env_neg` is the evenness of the cosine.

`env_sq_hasSum` carries the main argument. Mathlib states the cosine series through Bernoulli polynomials, so `hB` first computes the second one as ν² − ν + 1/6. The proof subtracts this series from `hasSum_zeta_two` and rescales, which gives `hn`, the sum over half the chain. `HasSum.of_nat_of_neg` then joins the two halves. Both include site 0, so its term is subtracted once; it is zero anyway.

`coupling_hasSum` reduces the coupling series to the two sites 1 and −1, because `hop t 0 j` vanishes at all others. It holds for every ν.

In `bath_orbital`, dividing the column sum by ν(1−ν) gives the norm, and dividing it by √(ν(1−ν)) gives the fragment-bath element `hc`. The coupling `hV` follows from reflection symmetry and the value of e_1. The last step evaluates the band-energy integral and compares it with the product.

`half_filling` substitutes ν = 1/2, using √(1/4) = 1/2. In `half_filling_bath_energy`, `hev` shows that the orbital vanishes on even sites, since sin(mπ) = 0 for integer m. For neighbouring sites `omega` finds that one of the two is even; for all other pairs the hopping itself is zero.
